# Three oscillators with coupling 0 < k ≤ 1/2: second order overbinds, third order overcorrects

Three distinguishable particles move in one dimension each, with coordinates $x,y,z$ and $\hbar=m=1$. Each has unit frequency, and every pair is coupled bilinearly with strength $k$.

```lean
import Mathlib

noncomputable section

namespace ThreeOscillatorCorrelation
```

With $r^2=x^2+y^2+z^2$ and $p=xy+yz+zx$, the Hamiltonian is $H=-\tfrac12(\partial_x^2+\partial_y^2+\partial_z^2)+\tfrac12r^2+kp$. In Lean it acts on real functions of three coordinates, and each nested `deriv` is a second partial derivative.

```lean
/-- The Hamiltonian of three unit oscillators with mutual bilinear coupling `k`,
acting on a real wavefunction of three coordinates, in units with `ħ = m = 1`. -/
def hamiltonian (k : ℝ) (ψ : ℝ → ℝ → ℝ → ℝ) (x y z : ℝ) : ℝ :=
  -(deriv (deriv fun t => ψ t y z) x + deriv (deriv fun t => ψ x t z) y
    + deriv (deriv fun t => ψ x y t) z) / 2
  + ((x ^ 2 + y ^ 2 + z ^ 2) / 2 + k * (x * y + y * z + z * x)) * ψ x y z
```

The trial function is $G=\exp[-(\tfrac a2r^2+bp)]$, left unnormalised.

```lean
/-- A permutation-symmetric Gaussian with diagonal exponent `a` and pair correlation `b`. -/
def gaussian (a b x y z : ℝ) : ℝ :=
  Real.exp (-(a / 2 * (x * x + y * y + z * z) + b * (x * y + y * z + z * x)))
```

Write $s=\sqrt{1+2k}$ and $t=\sqrt{1-k}$, the normal-mode frequencies ($t$ occurs twice). `boundState` takes $a=(s+2t)/3$ and $b=(s-t)/3$.

```lean
/-- The correlated Gaussian adapted to the coupling `k`, for `-1/2 ≤ k ≤ 1`. -/
def boundState (k : ℝ) : ℝ → ℝ → ℝ → ℝ :=
  gaussian ((√(1 + 2 * k) + 2 * √(1 - k)) / 3) ((√(1 + 2 * k) - √(1 - k)) / 3)
```

The zero-point energy is defined as half the sum of the mode frequencies.

```lean
/-- The zero-point energy of the coupled oscillators, for `-1/2 ≤ k ≤ 1`. -/
def zeroPointEnergy (k : ℝ) : ℝ := (√(1 + 2 * k) + 2 * √(1 - k)) / 2
```

The correlation energy $E$ is measured from the uncoupled oscillators.

```lean
/-- The correlation energy: the zero-point energy relative to uncoupled oscillators. -/
def correlationEnergy (k : ℝ) : ℝ := zeroPointEnergy k - zeroPointEnergy 0
```

The contributions of second and third order are defined as $E_2=-3k^2/8$ and $E_3=3k^3/16$. They are entered as polynomials, not derived from sums over states; parts (f) and (g) tie them to $E$. The first-order term is zero, since each coordinate averages to zero in the uncoupled ground state.

```lean
/-- The second-order energy. -/
def secondOrder (k : ℝ) : ℝ := -3 * k ^ 2 / 8

/-- The third-order energy. -/
def thirdOrder (k : ℝ) : ℝ := 3 * k ^ 3 / 16
```

## (a) Curvature of a Gaussian

Show that $g(x)=e^{-(ax^2/2+bx+c)}$ satisfies
$$g''=\big((ax+b)^2-a\big)g.$$

The chain rule gives $g'=-(ax+b)g$. The product rule then gives $g''=-ag+(ax+b)^2g$. In Lean, `h1` and `h2` are these two derivatives.

```lean
/-- The second derivative of a Gaussian in one coordinate. -/
theorem gaussian_second_deriv (a b c x : ℝ) :
    deriv (deriv fun t => Real.exp (-(a / 2 * (t * t) + b * t + c))) x
      = ((a * x + b) ^ 2 - a) * Real.exp (-(a / 2 * (x * x) + b * x + c)) := by
  have h1 : ∀ t : ℝ, HasDerivAt (fun t => Real.exp (-(a / 2 * (t * t) + b * t + c)))
      (Real.exp (-(a / 2 * (t * t) + b * t + c)) * (-(a * t + b))) t := by
    intro t
    have hp := (((((hasDerivAt_id' t).fun_mul (hasDerivAt_id' t)).const_mul (a / 2)).fun_add
      ((hasDerivAt_id' t).const_mul b)).add_const c).fun_neg
    exact (hp.congr_deriv (by ring : _ = -(a * t + b))).exp
  have hd : (deriv fun t => Real.exp (-(a / 2 * (t * t) + b * t + c)))
      = fun t => Real.exp (-(a / 2 * (t * t) + b * t + c)) * (-(a * t + b)) :=
    funext fun t => (h1 t).deriv
  have h2 : HasDerivAt
      (fun t => Real.exp (-(a / 2 * (t * t) + b * t + c)) * (-(a * t + b)))
      (Real.exp (-(a / 2 * (x * x) + b * x + c)) * (-(a * x + b)) * (-(a * x + b))
        + Real.exp (-(a / 2 * (x * x) + b * x + c)) * (-(a * 1))) x :=
    (h1 x).fun_mul (((hasDerivAt_id' x).const_mul a).add_const b).fun_neg
  rw [hd, h2.deriv]
  ring
```

## (b) Matching the exponents

Let $a^2+2b^2=1$ and $2ab+b^2=k$. Show that
$$HG=\tfrac{3a}{2}G.$$

Along $x$, part (a) applies with linear coefficient $b(y+z)$, and similarly for $y$ and $z$ (`hx`, `hy`, `hz`). The three squares add up to
$$(a^2+2b^2)r^2+(4ab+2b^2)p=r^2+2kp.$$
The kinetic term is therefore $(\tfrac{3a}2-\tfrac12r^2-kp)G$, and the potential cancels all but the constant. `linear_combination` performs this cancellation.

```lean
/-- A correlated Gaussian solves the Schrödinger equation with energy `3a/2` when its
exponents reproduce the harmonic potential and the coupling. -/
theorem hamiltonian_gaussian (k a b x y z : ℝ)
    (h1 : a ^ 2 + 2 * b ^ 2 = 1) (h2 : 2 * a * b + b ^ 2 = k) :
    hamiltonian k (gaussian a b) x y z = 3 * a / 2 * gaussian a b x y z := by
  -- the curvature along each of the three coordinates
  have hx : deriv (deriv fun t => gaussian a b t y z) x
      = ((a * x + b * (y + z)) ^ 2 - a) * gaussian a b x y z := by
    have h := gaussian_second_deriv a (b * (y + z)) (a / 2 * (y * y + z * z) + b * (y * z)) x
    have e : ∀ t : ℝ, a / 2 * (t * t) + b * (y + z) * t
        + (a / 2 * (y * y + z * z) + b * (y * z))
        = a / 2 * (t * t + y * y + z * z) + b * (t * y + y * z + z * t) := by
      intro t; ring
    simp only [e] at h
    exact h
  have hy : deriv (deriv fun t => gaussian a b x t z) y
      = ((a * y + b * (x + z)) ^ 2 - a) * gaussian a b x y z := by
    have h := gaussian_second_deriv a (b * (x + z)) (a / 2 * (x * x + z * z) + b * (z * x)) y
    have e : ∀ t : ℝ, a / 2 * (t * t) + b * (x + z) * t
        + (a / 2 * (x * x + z * z) + b * (z * x))
        = a / 2 * (x * x + t * t + z * z) + b * (x * t + t * z + z * x) := by
      intro t; ring
    simp only [e] at h
    exact h
  have hz : deriv (deriv fun t => gaussian a b x y t) z
      = ((a * z + b * (x + y)) ^ 2 - a) * gaussian a b x y z := by
    have h := gaussian_second_deriv a (b * (x + y)) (a / 2 * (x * x + y * y) + b * (x * y)) z
    have e : ∀ t : ℝ, a / 2 * (t * t) + b * (x + y) * t
        + (a / 2 * (x * x + y * y) + b * (x * y))
        = a / 2 * (x * x + y * y + t * t) + b * (x * y + y * t + t * x) := by
      intro t; ring
    simp only [e] at h
    exact h
  unfold hamiltonian
  rw [hx, hy, hz]
  linear_combination (-(gaussian a b x y z / 2) * (x ^ 2 + y ^ 2 + z ^ 2)) * h1
    - (gaussian a b x y z * (x * y + y * z + z * x)) * h2
```

## (c) An exact eigenfunction

For $-1/2\le k\le1$, show that `boundState`, written $\psi$, satisfies
$$H\psi=\tfrac12(s+2t)\psi.$$

Both conditions of (b) hold:
$$a^2+2b^2=\frac{s^2+2t^2}3=1,\qquad 2ab+b^2=\frac{s^2-t^2}3=k.$$
The energy is $3a/2=(s+2t)/2$. For $-1/2<k<1$ both frequencies are positive, so $\psi$ is normalisable and this energy is an eigenvalue; that it is the lowest one is the usual normal-mode result, taken for granted here. At $k=-1/2$ and $k=1$ a frequency vanishes, and $\psi$ still solves the equation but is not normalisable.

```lean
/-- For `-1/2 ≤ k ≤ 1` the adapted Gaussian satisfies the stationary Schrödinger equation at every
point, with the zero-point energy as its energy. -/
theorem schrodinger_boundState (k x y z : ℝ) (hl : -1 / 2 ≤ k) (hu : k ≤ 1) :
    hamiltonian k (boundState k) x y z = zeroPointEnergy k * boundState k x y z := by
  have hs : √(1 + 2 * k) ^ 2 = 1 + 2 * k := Real.sq_sqrt (by linarith)
  have ht : √(1 - k) ^ 2 = 1 - k := Real.sq_sqrt (by linarith)
  unfold boundState
  rw [hamiltonian_gaussian k _ _ x y z
    (by linear_combination (1 / 3) * hs + (2 / 3) * ht)
    (by linear_combination (1 / 3) * hs - (1 / 3) * ht)]
  unfold zeroPointEnergy
  ring
```

## (d) Decay in every direction

For $0\le k<1$, show that $t>0$ and
$$\psi\le e^{-tr^2/2}.$$

The exponent can be rewritten as
$$\tfrac a2r^2+bp=\tfrac t2r^2+\tfrac{s-t}6(x+y+z)^2,$$
and $s\ge t$ makes the last term nonnegative. The normalised state is $(st^2/\pi^3)^{1/4}\psi$.

```lean
/-- For `0 ≤ k < 1` the eigenfunction is bounded by an isotropic Gaussian
with positive exponent. -/
theorem boundState_decay (k x y z : ℝ) (hk : 0 ≤ k) (hu : k < 1) :
    0 < √(1 - k) ∧
      boundState k x y z ≤ Real.exp (-(√(1 - k) / 2 * (x ^ 2 + y ^ 2 + z ^ 2))) := by
  refine ⟨Real.sqrt_pos.mpr (by linarith), ?_⟩
  have hst : √(1 - k) ≤ √(1 + 2 * k) := Real.sqrt_le_sqrt (by linarith)
  unfold boundState gaussian
  apply Real.exp_le_exp.mpr
  nlinarith [mul_nonneg (sub_nonneg.mpr hst) (sq_nonneg (x + y + z))]
```

## (e) Twice the correlation energy

Show that
$$2E=s+2t-3.$$

At $k=0$ the zero-point energy is $3/2$; subtract it and double.

```lean
/-- Twice the correlation energy in closed form. -/
theorem two_mul_correlationEnergy (k : ℝ) :
    2 * correlationEnergy k = √(1 + 2 * k) + 2 * √(1 - k) - 3 := by
  have h0 : zeroPointEnergy 0 = 3 / 2 := by norm_num [zeroPointEnergy]
  rw [correlationEnergy, h0, zeroPointEnergy]
  ring
```

## (f) Third order lies too high

For $-1/2\le k\le1$ and $k\ne0$, show that
$$E<E_2+E_3.$$

Let $q(x)=1+\frac x2-\frac{x^2}8+\frac{x^3}{16}$. For $x\ge-1$ it is positive, because
$$q(x)=\frac{(x+1)(x-\frac32)^2}{16}+\frac{55+35x}{64}.$$
Also
$$q(x)^2-(1+x)=\frac{x^4\big((x-2)^2+16\big)}{256}>0\quad(x\ne0),$$
so $\sqrt{1+x}<q(x)$, which is `key`. Taking $x=2k$ and $x=-k$ gives
$$s+2t<3-\tfrac34k^2+\tfrac38k^3.$$
Insert this in (e) and halve.

```lean
/-- For every nonzero coupling in `[-1/2, 1]` the energy through third order lies
above the exact correlation energy. -/
theorem correlationEnergy_lt_third (k : ℝ) (hl : -1 / 2 ≤ k) (hu : k ≤ 1) (h0 : k ≠ 0) :
    correlationEnergy k < secondOrder k + thirdOrder k := by
  -- the cubic Taylor polynomial lies above the square root
  have key : ∀ x : ℝ, -1 ≤ x → x ≠ 0 →
      √(1 + x) < 1 + x / 2 - x ^ 2 / 8 + x ^ 3 / 16 := by
    intro x hx hx0
    have hx1 : 0 ≤ x + 1 := by linarith
    have hp : 0 < 1 + x / 2 - x ^ 2 / 8 + x ^ 3 / 16 := by
      nlinarith [mul_nonneg hx1 (sq_nonneg (x + 1 - 5 / 2))]
    have hq : 0 < x ^ 4 * ((x - 2) ^ 2 + 16) := by positivity
    rw [Real.sqrt_lt' hp]
    nlinarith [hq]
  have h1 := key (2 * k) (by linarith) (mul_ne_zero two_ne_zero h0)
  have h2 := key (-k) (by linarith) (neg_ne_zero.mpr h0)
  have e : 1 + -k = 1 - k := by ring
  rw [e] at h2
  have h3 := two_mul_correlationEnergy k
  unfold secondOrder thirdOrder
  nlinarith [h1, h2, h3]
```

## (g) The error is of fourth order

For $0<k\le1/2$, show that
$$E_2+E_3-\tfrac38k^4<E.$$

Let $L_1=1+k-\frac{k^2}2+\frac{k^3}2-\frac{5k^4}8$ and $L_2=1-\frac k2-\frac{k^2}8-\frac{k^3}{16}-\frac{k^4}{16}$. Squaring gives
$$s^2-L_1^2=k^5\Big(\tfrac74-\tfrac{7k}8+\tfrac{5k^2}8-\tfrac{25k^3}{64}\Big),$$
$$t^2-L_2^2=k^4\Big(\tfrac3{64}-\tfrac{5k}{64}-\tfrac{5k^2}{256}-\tfrac{k^3}{128}-\tfrac{k^4}{256}\Big).$$
The first bracket is positive, since $\frac{7k}8\le\frac7{16}$ and $\frac{25k^3}{64}\le\frac{5k^2}8$. The second decreases with $k$ and equals $7/4096$ at $k=1/2$. Hence $L_1<s$ and $L_2\le t$, and $(L_1+2L_2-3)/2$ is the stated bound.

```lean
/-- For `0 < k ≤ 1/2` the energy through third order exceeds the exact correlation
energy by less than `3k⁴/8`. -/
theorem third_sub_quartic_lt (k : ℝ) (hk : 0 < k) (hu : k ≤ 1 / 2) :
    secondOrder k + thirdOrder k - 3 * k ^ 4 / 8 < correlationEnergy k := by
  -- quartic lower bounds for the two mode frequencies
  have h1 : 1 + k - k ^ 2 / 2 + k ^ 3 / 2 - 5 * k ^ 4 / 8 < √(1 + 2 * k) := by
    apply Real.lt_sqrt_of_sq_lt
    have hf : 0 < 7 / 4 - 7 * k / 8 + 5 * k ^ 2 / 8 - 25 * k ^ 3 / 64 := by
      nlinarith [mul_nonneg (sq_nonneg k) (sub_nonneg.mpr hu), sq_nonneg k]
    nlinarith [mul_pos (pow_pos hk 5) hf]
  have h2 : 1 - k / 2 - k ^ 2 / 8 - k ^ 3 / 16 - k ^ 4 / 16 ≤ √(1 - k) := by
    refine (le_abs_self _).trans (Real.abs_le_sqrt ?_)
    have p2 := pow_le_pow_left₀ hk.le hu 2
    have p3 := pow_le_pow_left₀ hk.le hu 3
    have p4 := pow_le_pow_left₀ hk.le hu 4
    have hf : 0 ≤ 3 / 64 - 5 * k / 64 - 5 * k ^ 2 / 256 - k ^ 3 / 128 - k ^ 4 / 256 := by
      norm_num at p2 p3 p4
      linarith
    nlinarith [mul_nonneg (pow_pos hk 4).le hf]
  have h3 := two_mul_correlationEnergy k
  unfold secondOrder thirdOrder
  linarith
```

## (h) The exact energy between two orders

For $0<k\le1/2$, show that
$$E_2<E<E_2+E_3.$$

The upper bound is (f). For the lower bound, (g) gives
$$E-E_2>\tfrac38k^3\big(\tfrac12-k\big)\ge0.$$
Doubled, the result reads $-\frac34k^2<s+2t-3<-\frac34k^2+\frac38k^3$.

In the limit $k\to0^+$, (f) and (g) give $E/k^2\to-3/8$ and $(E-E_2)/k^3\to3/16$. At $k=0$ all three energies vanish and the strict inequalities fail.

For this finite harmonic model, the result shows that adding the next order of perturbation theory can change the sign of the error in a correlation energy.

```lean
/-- For `0 < k ≤ 1/2` second order overbinds and adding third order overcorrects. -/
theorem second_lt_correlationEnergy_lt_third (k : ℝ) (hk : 0 < k) (hu : k ≤ 1 / 2) :
    secondOrder k < correlationEnergy k ∧
      correlationEnergy k < secondOrder k + thirdOrder k := by
  refine ⟨?_, correlationEnergy_lt_third k (by linarith) (by linarith) hk.ne'⟩
  have h := third_sub_quartic_lt k hk hu
  -- the cubic term outweighs the quartic error up to k = 1/2
  have hc : 0 ≤ k ^ 3 * (1 / 2 - k) := mul_nonneg (pow_pos hk 3).le (by linarith)
  unfold thirdOrder at h
  nlinarith [h, hc]
```

## (i) The end of the stable range

At $k=1$, show that
$$E<E_2.$$

Here $2E=\sqrt3-3$ and $2E_2=-3/4$. Since $3<81/16$, we have $\sqrt3<9/4$, which is the claim. The lower bound in (h) therefore does not extend to $k=1$. There $t=0$, the Gaussian no longer decays in every direction, and $E$ no longer belongs to a bound state. Since $E$ and $E_2$ are continuous in $k$, $E<E_2$ also holds for $k$ slightly below 1, where the ground state is still bound.

```lean
/-- At `k = 1` the exact correlation energy lies below the second-order energy. -/
theorem second_underbinds_at_one : correlationEnergy 1 < secondOrder 1 := by
  have h := two_mul_correlationEnergy 1
  have h1 : √(3 : ℝ) < 9 / 4 := (Real.sqrt_lt' (by norm_num)).mpr (by norm_num)
  have h3 : 1 + 2 * (1 : ℝ) = 3 := by norm_num
  have hs : secondOrder 1 = -3 / 8 := by norm_num [secondOrder]
  have h2 : √(1 - (1 : ℝ)) = 0 := by norm_num
  rw [h2, h3] at h
  rw [hs]
  linarith

end ThreeOscillatorCorrelation
```

```lean
#print axioms ThreeOscillatorCorrelation.schrodinger_boundState
#print axioms ThreeOscillatorCorrelation.boundState_decay
#print axioms ThreeOscillatorCorrelation.second_lt_correlationEnergy_lt_third
#print axioms ThreeOscillatorCorrelation.second_underbinds_at_one
```

```
'ThreeOscillatorCorrelation.schrodinger_boundState' depends on axioms: [propext, Classical.choice, Quot.sound]
'ThreeOscillatorCorrelation.boundState_decay' depends on axioms: [propext, Classical.choice, Quot.sound]
'ThreeOscillatorCorrelation.second_lt_correlationEnergy_lt_third' depends on axioms: [propext, Classical.choice, Quot.sound]
'ThreeOscillatorCorrelation.second_underbinds_at_one' depends on axioms: [propext, Classical.choice, Quot.sound]
```
